# If a Hermitian \(H_0\) anticommutes with \(M\) and \(M^2=m^2\mathbf 1\) for real \(m\), every level of \(H_0+M\) satisfies \(|E|\ge|m|\)

**Q:** Let me start with two states, coupled by a real number \(k\), and add a potential of opposite sign on each, \(m\) and \(-m\):

\[
H_0=\begin{pmatrix}0&k\\k&0\end{pmatrix},\qquad
M=\begin{pmatrix}m&0\\0&-m\end{pmatrix},\qquad
(H_0+M)^2=(k^2+m^2)\,\mathbf 1 .
\]

Without \(M\) the levels \(\pm k\) cross at \(k=0\). With it they are \(\pm\sqrt{k^2+m^2}\), and they reach \(\pm m\) only at the old crossing. That is a gap opening I understand. What is left of it for a general matrix?

**A:** The cancellation in the square. Let \(H_0\) be a finite Hermitian matrix, the undistorted one-particle Hamiltonian, and let \(M\) be the distortion. Assume \(H_0M+MH_0=0\) and \(M^2=m^2\mathbf 1\) with \(m\) real. Then no level of \(H_0+M\) lies closer to zero than \(|m|\), and at least one of \(m,-m\) is a level exactly when \(\det H_0=0\).

**Q:** Those are two strong assumptions. What physics do they stand for?

**A:** If \(H_0x=ex\), anticommutation gives \(H_0(Mx)=-e\,(Mx)\), so the distortion couples a state at energy \(e\) only to states at \(-e\). For a Hermitian \(M\), the condition on \(M^2\) says that this coupling has the same strength everywhere. A staggered potential \(\pm m\) on a bipartite lattice satisfies both if \(H_0\) contains only hopping between the sublattices, with the common on-site energy taken as the zero of energy.

**Q:** And what counts as a level in the code?

**A:** A complex number \(E\) for which some nonzero vector \(x\) satisfies \(Ax=Ex\). The matrices are complex, with rows and columns labelled by a finite type `n`, and `A *ᵥ x` is the matrix acting on the vector. The vector need not be normalised, and degeneracy is not counted.

```lean
import Mathlib

open Matrix
open scoped ComplexOrder

namespace GapOpeningByDistortion

variable {n : Type*} [Fintype n]

/-- The number `E` is a level of the matrix `A` if `A x = E x` for some nonzero vector `x`. -/
def IsLevel (A : Matrix n n ℂ) (E : ℂ) : Prop :=
  ∃ x : n → ℂ, x ≠ 0 ∧ A *ᵥ x = E • x
```

**Q:** Squaring loses the sign of the energy. If I know only that \(A^2x=E^2x\), what do I know about \(A\)?

**A:** If \(x\neq0\), that \(E\) or \(-E\) is a level. Put \(y=Ax+Ex\). If \(y=0\), then \(Ax=-Ex\) and \(x\) belongs to \(-E\). If \(y\neq0\), then

\[
Ay=A^2x+E\,Ax=E^2x+E\,Ax=E\,y ,
\]

so \(y\) belongs to \(E\). The `by_cases` line makes this distinction, and `module` checks the final vector identity.

```lean
/-- If a nonzero vector satisfies `A² x = E² x`, then `E` or `-E` is a level of `A`. -/
theorem level_or_neg_level {A : Matrix n n ℂ} {E : ℂ} {x : n → ℂ} (hx : x ≠ 0)
    (h : A *ᵥ (A *ᵥ x) = E ^ 2 • x) : IsLevel A E ∨ IsLevel A (-E) := by
  -- the vector `A x + E x` is either zero or an eigenvector for `E`
  by_cases h0 : A *ᵥ x + E • x = 0
  · right
    exact ⟨x, hx, by rw [neg_smul]; exact eq_neg_of_add_eq_zero_left h0⟩
  · left
    refine ⟨_, h0, ?_⟩
    rw [Matrix.mulVec_add, Matrix.mulVec_smul, h]
    module
```

**Q:** You let \(E\) be complex. Where do real energies come from?

**A:** From the Hermiticity of \(H_0\), by the usual argument. For \(Hx=Ex\), letting \(H\) act to the right and then to the left gives

\[
x^\dagger Hx=E\,x^\dagger x,\qquad x^\dagger Hx=E^*\,x^\dagger x .
\]

Since \(x^\dagger x\neq0\), we get \(E=E^*\). In the proof `h1` and `h2` are these two evaluations, `h3` says that \(x^\dagger x\) is nonzero, and `h4` cancels it.

```lean
/-- Every level of a Hermitian matrix is a real number. -/
theorem level_real {H : Matrix n n ℂ} (hH : H.IsHermitian) {E : ℂ} (hE : IsLevel H E) :
    ∃ e : ℝ, (e : ℂ) = E := by
  obtain ⟨x, hx, h⟩ := hE
  -- evaluate the expectation value with `H` acting to the right and to the left
  have h1 : star x ⬝ᵥ (H *ᵥ x) = E * (star x ⬝ᵥ x) := by
    rw [h, dotProduct_smul, smul_eq_mul]
  have h2 : star x ⬝ᵥ (H *ᵥ x) = star E * (star x ⬝ᵥ x) := by
    have h' : star x ᵥ* H = star (H *ᵥ x) := by rw [Matrix.star_mulVec, hH.eq]
    rw [Matrix.dotProduct_mulVec, h', h, star_smul, smul_dotProduct, smul_eq_mul]
  have h3 : star x ⬝ᵥ x ≠ 0 := fun h0 => hx (dotProduct_star_self_eq_zero.mp h0)
  have h4 : star E = E := mul_right_cancel₀ h3 (h2.symm.trans h1)
  exact ⟨E.re, Complex.conj_eq_iff_re.mp h4⟩
```

**Q:** Now the square for general matrices, please, with the order of the factors respected.

**A:** It is

\[
(H_0+M)^2=H_0^2+(H_0M+MH_0)+M^2=H_0^2+m^2\mathbf 1 .
\]

The tactic `noncomm_ring` does the expansion without commuting anything. The hypothesis `hanti` then removes the bracket and `hM` replaces \(M^2\). The lemma states the result as an action on an arbitrary vector \(x\), which is the form needed below.

```lean
variable [DecidableEq n]

/-- If `H0` and `M` anticommute and `M² = m²`, applying `H0 + M` twice gives `H0² + m²`. -/
theorem distorted_sq_mulVec {H0 M : Matrix n n ℂ} {m : ℝ} (hanti : H0 * M + M * H0 = 0)
    (hM : M * M = (m : ℂ) ^ 2 • (1 : Matrix n n ℂ)) (x : n → ℂ) :
    (H0 + M) *ᵥ ((H0 + M) *ᵥ x) = H0 *ᵥ (H0 *ᵥ x) + (m : ℂ) ^ 2 • x := by
  have hsq : (H0 + M) * (H0 + M) = H0 * H0 + (m : ℂ) ^ 2 • (1 : Matrix n n ℂ) := by
    calc (H0 + M) * (H0 + M) = H0 * H0 + (H0 * M + M * H0) + M * M := by noncomm_ring
      _ = _ := by rw [hanti, hM, add_zero]
  rw [Matrix.mulVec_mulVec x (H0 + M) (H0 + M), Matrix.mulVec_mulVec x H0 H0, hsq,
    Matrix.add_mulVec, Matrix.smul_mulVec, Matrix.one_mulVec]
```

**Q:** In my example \(E^2=k^2+m^2\), and \(k\) is a level of \(H_0\). Does every level of the distorted matrix descend from an undistorted one like that?

**A:** Yes. Suppose \((H_0+M)x=Ex\) with \(x\neq0\). Applying the matrix twice gives \(E^2x=H_0^2x+m^2x\), so

\[
H_0^2x=(E^2-m^2)\,x .
\]

Choose a complex \(d\) with \(d^2=E^2-m^2\). By the sign argument \(d\) or \(-d\) is a level of \(H_0\), and it is real because \(H_0\) is Hermitian. Call it \(e\). Then \(E^2=e^2+m^2\).

In Lean, `IsAlgClosed.exists_pow_nat_eq` supplies the square root \(d\), and `rcases` treats the two signs.

```lean
/-- If a Hermitian `H0` anticommutes with `M` and `M² = m²` with `m` real, every level `E` of `H0 +
M` satisfies `E² = e² + m²` for some real level `e` of `H0`. -/
theorem level_sq_of_distorted {H0 M : Matrix n n ℂ} {m : ℝ} (hH : H0.IsHermitian)
    (hanti : H0 * M + M * H0 = 0) (hM : M * M = (m : ℂ) ^ 2 • (1 : Matrix n n ℂ))
    {E : ℂ} (hE : IsLevel (H0 + M) E) :
    ∃ e : ℝ, IsLevel H0 e ∧ E ^ 2 = (e : ℂ) ^ 2 + (m : ℂ) ^ 2 := by
  obtain ⟨x, hx, h⟩ := hE
  obtain ⟨d, hd⟩ := IsAlgClosed.exists_pow_nat_eq (E ^ 2 - (m : ℂ) ^ 2) two_pos
  have hs := distorted_sq_mulVec hanti hM x
  rw [h, Matrix.mulVec_smul, h] at hs
  have h0 : H0 *ᵥ (H0 *ᵥ x) = d ^ 2 • x := by
    rw [hd, eq_sub_of_add_eq hs.symm]
    module
  -- `d` or `-d` is a level of `H0`, hence real
  rcases level_or_neg_level hx h0 with h1 | h1
  · obtain ⟨e, he⟩ := level_real hH h1
    refine ⟨e, by rwa [he], ?_⟩
    rw [he, hd]
    ring
  · obtain ⟨e, he⟩ := level_real hH h1
    refine ⟨e, by rwa [he], ?_⟩
    rw [he, neg_sq, hd]
    ring
```

**Q:** Then the gap follows at once, since \(e^2\ge0\).

**A:** It does: \(|E|^2=e^2+m^2\ge m^2\). For the edge, suppose \(E=m\) or \(E=-m\) is a level. Then \(e^2=E^2-m^2=0\), so \(H_0\) has a zero mode and \(\det H_0=0\). Conversely, if \(\det H_0=0\), take \(x\neq0\) with \(H_0x=0\). Then \((H_0+M)^2x=m^2x\), and the sign argument applied to \(H_0+M\) makes \(m\) or \(-m\) a level.

The theorem `gap_opening` joins the two statements. Its first part says that `|m| ≤ ‖E‖` for every complex level `E`, where `‖E‖` is the complex modulus. Its second part is the equivalence with `H0.det = 0`. Within the proof, `key` covers both edges at once, because it uses only \(E^2=m^2\).

```lean
/-- Gap opening: if a Hermitian `H0` anticommutes with `M` and `M² = m²` with `m` real, then every
level of `H0 + M` has absolute value at least `|m|`, and `m` or `-m` is a level if and only if `H0`
is singular. -/
theorem gap_opening {H0 M : Matrix n n ℂ} {m : ℝ} (hH : H0.IsHermitian)
    (hanti : H0 * M + M * H0 = 0) (hM : M * M = (m : ℂ) ^ 2 • (1 : Matrix n n ℂ)) :
    (∀ E : ℂ, IsLevel (H0 + M) E → |m| ≤ ‖E‖) ∧
      ((IsLevel (H0 + M) m ∨ IsLevel (H0 + M) (-m)) ↔ H0.det = 0) := by
  constructor
  · intro E hE
    obtain ⟨e, -, he⟩ := level_sq_of_distorted hH hanti hM hE
    have h : ‖E‖ ^ 2 = e ^ 2 + m ^ 2 := by
      have hc : (e : ℂ) ^ 2 + (m : ℂ) ^ 2 = ((e ^ 2 + m ^ 2 : ℝ) : ℂ) := by simp
      rw [← norm_pow, he, hc, Complex.norm_real, Real.norm_of_nonneg (by positivity)]
    exact abs_le_of_sq_le_sq (by nlinarith [sq_nonneg e]) (norm_nonneg E)
  · -- a level at the gap edge comes from a zero mode of `H0`
    have key : ∀ E : ℂ, E ^ 2 = (m : ℂ) ^ 2 → IsLevel (H0 + M) E → H0.det = 0 := by
      intro E hE2 hE
      obtain ⟨e, ⟨x, hx, h⟩, he⟩ := level_sq_of_distorted hH hanti hM hE
      have h2 : (e : ℂ) ^ 2 = 0 := by linear_combination hE2 - he
      have h0 : (e : ℂ) = 0 := (pow_eq_zero_iff two_ne_zero).mp h2
      exact Matrix.exists_mulVec_eq_zero_iff.mp ⟨x, hx, by rw [h, h0, zero_smul]⟩
    constructor
    · rintro (h | h)
      · exact key _ rfl h
      · exact key _ (neg_sq _) h
    · intro hdet
      obtain ⟨x, hx, h⟩ := Matrix.exists_mulVec_eq_zero_iff.mpr hdet
      exact level_or_neg_level hx
        (by rw [distorted_sq_mulVec hanti hM, h, Matrix.mulVec_zero, zero_add])
```

**Q:** I see `hH` for \(H_0\), but nothing says that \(M\) is Hermitian or that \(m\) is positive.

**A:** Neither is used. A physical distortion is Hermitian, so it is covered as a special case, and the sign of \(m\) is a matter of labelling. The Hermiticity of \(H_0\) does matter. Replace \(k\) by \(ik\) in your example and you get \(E^2=m^2-k^2\), which can fall inside the gap.

**Q:** So far you have a forbidden interval. My example also had a level on each side of it. Is that general?

**A:** It is for the partners of nonzero levels. Let \(m\neq0\), \(H_0x=ex\) with \(x\neq0\) and \(e\neq0\), and let \(E\) be either root of \(E^2=e^2+m^2\). The candidate eigenvector is \(y=(H_0+M)x+Ex\), and

\[
(H_0+M)y=(e^2+m^2)x+E(H_0+M)x=E\,y .
\]

It remains to show \(y\neq0\). If \(y\) vanished, then \(Mx=cx\) with \(c=-(e+E)\). Anticommutation applied to \(x\) would give \(2ec\,x=0\), hence \(c=0\) and \(Mx=0\). But \(M^2x=m^2x\neq0\), a contradiction. The first bullet of the proof is this contradiction, and the second is the eigenvalue equation.

```lean
/-- If `H0` and `M` anticommute and `M² = m²` with `m` real and nonzero, a nonzero level `e` of `H0`
makes every `E` with `E² = e² + m²` a level of `H0 + M`. -/
theorem distorted_level_of_level {H0 M : Matrix n n ℂ} {m : ℝ} (hm : m ≠ 0)
    (hanti : H0 * M + M * H0 = 0) (hM : M * M = (m : ℂ) ^ 2 • (1 : Matrix n n ℂ))
    {e E : ℂ} (he : e ≠ 0) (hlev : IsLevel H0 e) (hE : E ^ 2 = e ^ 2 + (m : ℂ) ^ 2) :
    IsLevel (H0 + M) E := by
  obtain ⟨x, hx, h⟩ := hlev
  refine ⟨(H0 + M) *ᵥ x + E • x, ?_, ?_⟩
  · -- otherwise `x` would be an eigenvector of both `H0` and `M`
    intro hy
    rw [Matrix.add_mulVec, h] at hy
    obtain ⟨c, hc⟩ : ∃ c : ℂ, M *ᵥ x = c • x :=
      ⟨-(e + E), by linear_combination (norm := module) hy⟩
    have ha : H0 *ᵥ (M *ᵥ x) + M *ᵥ (H0 *ᵥ x) = 0 := by
      rw [Matrix.mulVec_mulVec x H0 M, Matrix.mulVec_mulVec x M H0, ← Matrix.add_mulVec,
        hanti, Matrix.zero_mulVec]
    rw [h, hc, Matrix.mulVec_smul, Matrix.mulVec_smul, h, hc] at ha
    have h2 : (2 * e * c) • x = 0 := by linear_combination (norm := module) ha
    have h3 : 2 * e * c = 0 := (smul_eq_zero.mp h2).resolve_right hx
    have h4 : c = 0 := (mul_eq_zero.mp h3).resolve_left (mul_ne_zero two_ne_zero he)
    have h5 : M *ᵥ (M *ᵥ x) = (m : ℂ) ^ 2 • x := by
      rw [Matrix.mulVec_mulVec, hM, Matrix.smul_mulVec, Matrix.one_mulVec]
    rw [hc, h4, zero_smul, Matrix.mulVec_zero] at h5
    exact smul_ne_zero (pow_ne_zero 2 (Complex.ofReal_ne_zero.mpr hm)) hx h5.symm
  · have hE' : E ^ 2 • x = (e ^ 2 + (m : ℂ) ^ 2) • x := by rw [hE]
    rw [Matrix.mulVec_add, Matrix.mulVec_smul, distorted_sq_mulVec hanti hM, h,
      Matrix.mulVec_smul, h]
    linear_combination (norm := module) (-1 : ℂ) • hE'
```

**Q:** Why insist on \(m\neq0\)?

**A:** Take the one-by-one case \(H_0=1\), \(M=0\), \(m=0\). Then \(E=-1\) solves \(E^2=e^2+m^2\) with \(e=1\), but the only level is \(1\).

When \(m\neq0\) and \(H_0\) is invertible, all its levels are nonzero, and the two directions combine into a full description of the distorted levels as a set: \(E\) is a level exactly when \(E^2=e^2+m^2\) for some real level \(e\) of \(H_0\). The forward direction is `level_sq_of_distorted`. The backward one uses the invertibility of \(H_0\) to exclude \(e=0\).

```lean
/-- If an invertible Hermitian `H0` anticommutes with `M` and `M² = m²` with `m` real and nonzero,
the levels of `H0 + M` are exactly the solutions `E` of `E² = e² + m²` with `e` a real level of
`H0`. -/
theorem distorted_level_iff {H0 M : Matrix n n ℂ} {m : ℝ} (hm : m ≠ 0)
    (hH : H0.IsHermitian) (hdet : H0.det ≠ 0) (hanti : H0 * M + M * H0 = 0)
    (hM : M * M = (m : ℂ) ^ 2 • (1 : Matrix n n ℂ)) (E : ℂ) :
    IsLevel (H0 + M) E ↔ ∃ e : ℝ, IsLevel H0 e ∧ E ^ 2 = (e : ℂ) ^ 2 + (m : ℂ) ^ 2 := by
  refine ⟨level_sq_of_distorted hH hanti hM, ?_⟩
  rintro ⟨e, hlev, hE⟩
  refine distorted_level_of_level hm hanti hM ?_ hlev hE
  intro h0
  obtain ⟨x, hx, h⟩ := hlev
  exact hdet (Matrix.exists_mulVec_eq_zero_iff.mp ⟨x, hx, by rw [h, h0, zero_smul]⟩)
```

**Q:** Does my two-state model satisfy these hypotheses as they are written?

**A:** For all real \(k\) and \(m\). The next theorem checks Hermiticity, anticommutation and the square of \(M\) entry by entry; `fin_cases` runs through the matrix elements. When \(k\) and \(m\) are both nonzero, `distorted_level_iff` then gives the levels of the model, since those of \(H_0\) are \(\pm k\).

```lean
/-- The two-state model with coupling `k` and staggered potential `m` meets the hypotheses: `H0` is
Hermitian, anticommutes with `M`, and `M² = m²`. -/
theorem gap_opening_witness (k m : ℝ) :
    (!![0, (k : ℂ); (k : ℂ), 0]).IsHermitian ∧
      !![0, (k : ℂ); (k : ℂ), 0] * !![(m : ℂ), 0; 0, -(m : ℂ)] +
        !![(m : ℂ), 0; 0, -(m : ℂ)] * !![0, (k : ℂ); (k : ℂ), 0] = 0 ∧
      !![(m : ℂ), 0; 0, -(m : ℂ)] * !![(m : ℂ), 0; 0, -(m : ℂ)] =
        (m : ℂ) ^ 2 • (1 : Matrix (Fin 2) (Fin 2) ℂ) := by
  refine ⟨?_, ?_, ?_⟩
  · unfold Matrix.IsHermitian
    ext i j
    fin_cases i <;> fin_cases j <;> simp
  · ext i j
    fin_cases i <;> fin_cases j <;> simp <;> ring
  · ext i j
    fin_cases i <;> fin_cases j <;> simp [Matrix.mul_apply, Fin.sum_univ_succ, pow_two]
```

**Q:** One thing still bothers me. At \(k=0\) my model has levels at both \(m\) and \(-m\), yet your theorem promises only one of them.

**A:** Your model has two zero modes at \(k=0\), and they go to opposite edges. A single zero mode has only one place to go. Take one site with \(H_0=0\) and \(M=m\): the hypotheses hold, and the only level of \(H_0+M\) is \(m\). For \(m\neq0\) the other edge is empty, so the "or" in the theorem is the right word.

The proof reads off the single component of the eigenvalue equation, \(m\,x_0=E\,x_0\), and cancels \(x_0\neq0\). In the other direction the constant vector \(1\) is an eigenvector.

```lean
/-- For a single site with `H0 = 0` and `M = m`, the only level of `H0 + M` is `m`. -/
theorem single_zero_mode (m : ℝ) (E : ℂ) :
    IsLevel ((0 : Matrix (Fin 1) (Fin 1) ℂ) + !![(m : ℂ)]) E ↔ E = m := by
  constructor
  · rintro ⟨x, hx, h⟩
    have h0 : (m : ℂ) * x 0 = E * x 0 := by
      simpa [Matrix.mulVec, dotProduct] using congrFun h 0
    have hx0 : x 0 ≠ 0 := fun hz =>
      hx (funext fun i => by rw [Subsingleton.elim i 0]; exact hz)
    exact (mul_right_cancel₀ hx0 h0).symm
  · rintro rfl
    refine ⟨1, one_ne_zero, ?_⟩
    ext i
    fin_cases i
    simp [Matrix.mulVec, dotProduct]

end GapOpeningByDistortion
```

```lean
#print axioms GapOpeningByDistortion.level_sq_of_distorted
-- 'GapOpeningByDistortion.level_sq_of_distorted' depends on axioms: [propext, Classical.choice, Quot.sound]
#print axioms GapOpeningByDistortion.gap_opening
-- 'GapOpeningByDistortion.gap_opening' depends on axioms: [propext, Classical.choice, Quot.sound]
#print axioms GapOpeningByDistortion.distorted_level_iff
-- 'GapOpeningByDistortion.distorted_level_iff' depends on axioms: [propext, Classical.choice, Quot.sound]
#print axioms GapOpeningByDistortion.single_zero_mode
-- 'GapOpeningByDistortion.single_zero_mode' depends on axioms: [propext, Classical.choice, Quot.sound]
```

**Q:** Then what may I conclude about a real material that distorts?

**A:** Less than the phrase "gap opening" may suggest. Here \(m\) is a given number. Whether a lattice would choose to distort depends on the elastic cost, the filling and a self-consistency condition, and none of these appears in the model. Nor does the theorem place a Fermi level, so an empty interval around zero makes an insulator only if the filling puts the chemical potential there. The system is finite, and the particles are non-interacting or move in a fixed mean field. If the strength of the distortion varies with wave vector, \(M^2\) is not a multiple of the identity on the whole system, and the theorem as stated does not apply to it as a whole. It can still be applied to each block of fixed strength that \(H_0\) and \(M\) both preserve.

**Q:** And in a simulation?

**A:** For a finite tight-binding Hamiltonian with a fixed distortion of this kind, the bound gives a simple check: a computed level clearly inside \((-|m|,|m|)\) means that the numerics are at fault or that one of the hypotheses fails, for instance because a hopping term within one sublattice spoils the anticommutation.
